# Exponential decay of the spin-flip exchange in the lowest-order Kondo flow for $Z(0)<-|P(0)|$

A falling spin-flip coupling is no evidence that it will vanish. Suppose the scaling equations of the anisotropic Kondo model are integrated numerically from a slightly negative longitudinal exchange $Z$ and a larger spin-flip exchange $P$. At first $|P|$ shrinks. But $Z$ keeps rising, and once it has crossed zero $|P|$ grows again. A run stopped too early would suggest that the spin flips die out where the equations lead to strong coupling. What is needed is a criterion on the initial couplings: if $Z(0)<-|P(0)|$, the turn never comes, and $|P|$ decays exponentially in the logarithmic scale.

## The flow and its conserved quantity

Let $l=\ln(D_0/D)$, where $D$ is the running bandwidth and $D_0$ its initial value. The couplings $Z$ and $P$ are dimensionless, exchange times density of states, and negative $Z$ is ferromagnetic. To lowest order in the exchange, and in suitable units, eliminating states at the band edge gives

$$Z'=P^2,\qquad P'=ZP .$$

These equations are the starting point here. Their perturbative derivation from the impurity Hamiltonian is assumed, and higher-order terms are left out.

In Lean 4 with Mathlib:

```lean
import Mathlib

open Set Filter Topology

noncomputable section

namespace AnisotropicKondo
```

`KondoFlow Z P` says that two real functions satisfy both equations at every $l\ge 0$. The derivative is taken within `Ici 0`, the half-line $[0,\infty)$, so it is one-sided at $l=0$ and ordinary for $l>0$. The decay theorems concern any such pair and take its existence as given; explicit solutions follow later.

```lean
/-- The anisotropic Kondo flow on `[0, ∞)`: the longitudinal exchange `Z` and the spin-flip
exchange `P` obey `Z' = P ^ 2` and `P' = Z * P`. -/
structure KondoFlow (Z P : ℝ → ℝ) : Prop where
  long : ∀ l, 0 ≤ l → HasDerivWithinAt Z (P l ^ 2) (Ici 0) l
  flip : ∀ l, 0 ≤ l → HasDerivWithinAt P (Z l * P l) (Ici 0) l
```

The quantity that organises the flow is $z^2-p^2$, whose level sets in the coupling plane are hyperbolas or, for the value zero, the two lines $z=\pm p$.

```lean
/-- The combination `z ^ 2 - p ^ 2` of longitudinal and spin-flip exchange. -/
def invariant (z p : ℝ) : ℝ := z ^ 2 - p ^ 2
```

## From the sign of a derivative to a bound

If $f'\le 0$ on $[0,\infty)$, the mean value theorem gives $f(l)-f(0)=l\,f'(\xi)\le 0$ for $l>0$ and some $\xi$ between $0$ and $l$. At $l=0$ there is nothing to show.

The proof turns on the Mathlib theorem `antitoneOn_of_deriv_nonpos`. It asks for a convex set, continuity on the whole set, and differentiability with a nonpositive derivative only in the interior. This division suits a flow that starts at $l=0$: the endpoint needs only continuity, which the one-sided derivative supplies, while at interior points `Ici_mem_nhds` turns the one-sided derivative into an ordinary one. Several later estimates then reduce to choosing a function and checking the sign of its derivative.

```lean
/-- A quantity whose rate of change along the scale is never positive does not exceed its initial
value. -/
theorem le_initial {f f' : ℝ → ℝ}
    (hf : ∀ l, 0 ≤ l → HasDerivWithinAt f (f' l) (Ici 0) l)
    (h : ∀ l, 0 ≤ l → f' l ≤ 0) {l : ℝ} (hl : 0 ≤ l) : f l ≤ f 0 := by
  have hd : ∀ x ∈ interior (Ici (0 : ℝ)), 0 ≤ x ∧ HasDerivAt f (f' x) x := by
    intro x hx
    have hx' : 0 < x := by simpa using hx
    exact ⟨hx'.le, (hf x hx'.le).hasDerivAt (Ici_mem_nhds hx')⟩
  have hanti : AntitoneOn f (Ici 0) := by
    apply antitoneOn_of_deriv_nonpos (convex_Ici 0)
    · exact fun x hx => (hf x hx).continuousWithinAt
    · exact fun x hx => (hd x hx).2.differentiableAt.differentiableWithinAt
    · intro x hx
      rw [(hd x hx).2.deriv]
      exact h x (hd x hx).1
  exact hanti (mem_Ici.mpr le_rfl) (mem_Ici.mpr hl) hl
```

The first choice is the invariant itself:

$$\frac{d}{dl}(Z^2-P^2)=2Z\,P^2-2P\,(ZP)=0 .$$

The lemma gives only upper bounds, so the code applies it to $Z^2-P^2$ and to $P^2-Z^2$. The two inequalities together give equality.

```lean
/-- The combination `Z ^ 2 - P ^ 2` is constant along every Kondo flow. -/
theorem invariant_const {Z P : ℝ → ℝ} (h : KondoFlow Z P) {l : ℝ} (hl : 0 ≤ l) :
    invariant (Z l) (P l) = invariant (Z 0) (P 0) := by
  have h1 : Z l * Z l - P l * P l ≤ Z 0 * Z 0 - P 0 * P 0 :=
    le_initial (f := fun x => Z x * Z x - P x * P x) (f' := fun _ => 0)
      (fun x hx => (((h.long x hx).fun_mul (h.long x hx)).fun_sub
        ((h.flip x hx).fun_mul (h.flip x hx))).congr_deriv (by ring))
      (fun _ _ => le_rfl) hl
  have h2 : P l * P l - Z l * Z l ≤ P 0 * P 0 - Z 0 * Z 0 :=
    le_initial (f := fun x => P x * P x - Z x * Z x) (f' := fun _ => 0)
      (fun x hx => (((h.flip x hx).fun_mul (h.flip x hx)).fun_sub
        ((h.long x hx).fun_mul (h.long x hx))).congr_deriv (by ring))
      (fun _ _ => le_rfl) hl
  unfold invariant
  linarith [sq (Z l), sq (P l), sq (Z 0), sq (P 0)]
```

## The longitudinal exchange never exceeds $-\sqrt c$

Write $c=Z(0)^2-P(0)^2$. From $-Z(0)>|P(0)|\ge 0$ it follows that $c>0$. Suppose $Z(l)\ge 0$ for some $l\ge 0$. Since $Z$ is continuous and starts negative, it vanishes at some $x\in[0,l]$, and there $c=-P(x)^2\le 0$, a contradiction. Hence $Z<0$ throughout. Moreover $Z^2=c+P^2\ge c$, so $-Z\ge\sqrt c$.

In the code `intermediate_value_Icc` supplies the zero, and `Real.sqrt_le_iff` turns the inequality between squares into the bound on $Z$.

```lean
/-- If `Z 0 < -|P 0|`, the invariant `c` is positive and `Z` stays at or below `-√c`. -/
theorem long_le {Z P : ℝ → ℝ} (h : KondoFlow Z P) (h0 : Z 0 < -|P 0|) :
    0 < invariant (Z 0) (P 0) ∧ ∀ l, 0 ≤ l → Z l ≤ -√(invariant (Z 0) (P 0)) := by
  have hc : 0 < invariant (Z 0) (P 0) := by
    unfold invariant
    nlinarith [abs_nonneg (P 0), sq_abs (P 0)]
  refine ⟨hc, fun l hl => ?_⟩
  -- a zero of `Z` would make the invariant nonpositive
  have hneg : Z l < 0 := by
    by_contra hcon
    have hcont : ContinuousOn Z (Icc 0 l) := fun x hx =>
      (h.long x hx.1).continuousWithinAt.mono Icc_subset_Ici_self
    obtain ⟨x, hx, hx0⟩ := intermediate_value_Icc hl hcont
      ⟨by linarith [abs_nonneg (P 0)], not_lt.mp hcon⟩
    have hi := invariant_const h hx.1
    rw [← hi, hx0] at hc
    unfold invariant at hc
    nlinarith [sq_nonneg (P x)]
  have hs : √(invariant (Z 0) (P 0)) ≤ -Z l := by
    rw [← invariant_const h hl]
    refine Real.sqrt_le_iff.mpr ⟨by linarith, ?_⟩
    unfold invariant
    nlinarith [sq_nonneg (P l)]
  linarith
```

## Exponential decay of the spin flips

Set $s=\sqrt c$ and differentiate the rescaled square:

$$\frac{d}{dl}\left(P^2e^{2sl}\right)=2P^2e^{2sl}(Z+s)\le 0 ,$$

because $Z\le -s$. Therefore $P(l)^2e^{2sl}\le P(0)^2$, and taking square roots gives

$$|P(l)|\le |P(0)|\,e^{-\sqrt c\,l}=|P(0)|\left(\frac{D}{D_0}\right)^{\sqrt c}.$$

Working with $P^2$ avoids dividing by $P$, so the case $P(0)=0$ is included. In the statement, the hypothesis `hc` merely names $c$. The conclusion collects its positivity, its conservation, the bound on $Z$ and the decay of $P$. The step `sq_le_sq` takes the square root.

```lean
/-- For `Z 0 < -|P 0|` the invariant `c` is positive and conserved, `Z` stays at or below `-√c`,
and the spin-flip exchange decays at least as fast as `exp (-√c * l)`. -/
theorem spin_flips_scale_away {Z P : ℝ → ℝ} (h : KondoFlow Z P) (h0 : Z 0 < -|P 0|)
    {c : ℝ} (hc : c = invariant (Z 0) (P 0)) :
    0 < c ∧ ∀ l, 0 ≤ l → invariant (Z l) (P l) = c ∧ Z l ≤ -√c ∧
      |P l| ≤ |P 0| * Real.exp (-√c * l) := by
  subst hc
  obtain ⟨hpos, hZ⟩ := long_le h h0
  refine ⟨hpos, fun l hl => ⟨invariant_const h hl, hZ l hl, ?_⟩⟩
  set s := √(invariant (Z 0) (P 0))
  -- the rescaled square of the spin-flip exchange cannot grow
  have he : ∀ x : ℝ, HasDerivAt (fun y => Real.exp (2 * s * y))
      (Real.exp (2 * s * x) * (2 * s)) x := fun x =>
    HasDerivAt.exp (by simpa using (hasDerivAt_id' x).const_mul (2 * s))
  have hm : P l * P l * Real.exp (2 * s * l) ≤ P 0 * P 0 * Real.exp (2 * s * 0) :=
    le_initial (f := fun x => P x * P x * Real.exp (2 * s * x))
      (f' := fun x => 2 * (P x ^ 2 * Real.exp (2 * s * x)) * (Z x + s))
      (fun x hx => (((h.flip x hx).fun_mul (h.flip x hx)).fun_mul
        (he x).hasDerivWithinAt).congr_deriv (by ring))
      (fun x hx => mul_nonpos_of_nonneg_of_nonpos (by positivity) (by linarith [hZ x hx])) hl
  have hE : Real.exp (2 * s * l) = Real.exp (s * l) * Real.exp (s * l) := by
    rw [← Real.exp_add]
    congr 1
    ring
  rw [hE, mul_zero, Real.exp_zero] at hm
  have hab : |P l * Real.exp (s * l)| ≤ |P 0| := sq_le_sq.mp (by linarith)
  rw [abs_mul, abs_of_pos (Real.exp_pos _)] at hab
  rw [neg_mul, Real.exp_neg, ← div_eq_mul_inv, le_div_iff₀ (Real.exp_pos _)]
  exact hab
```

Whenever $Z(0)<-|P(0)|$, the bound gives, to this order, a reduction of the bandwidth that is sufficient to make $|P|$ as small as desired. With $Z(0)=-0.5$ and $P(0)=0.3$, values chosen for easy arithmetic and rather large for a lowest-order treatment, one has $c=0.16$ and $\sqrt c=0.4$, so a tenfold reduction of $|P|$ is guaranteed by $l=\ln 10/0.4\approx 5.8$, a bandwidth smaller by a factor of about 316.

In a program that integrates the flow, $Z^2-P^2$ serves as an error monitor. One explicit Euler step of size $h$ multiplies it by exactly $1-h^2P^2$, so for $c\neq 0$ a drift reveals discretisation error. Error along the hyperbola goes unseen, and on the lines $Z=\pm P$ the monitor stays at zero even though the step is inexact.

The limits follow. The exponential bound squeezes $P$ to zero, and on the negative branch $Z=-\sqrt{c+P^2}$, so $Z\to-\sqrt c$. The end point lies on the line $P=0$, where every point is fixed: a longitudinal coupling survives, and its value depends on the initial data.

```lean
/-- For `Z 0 < -|P 0|` the couplings flow to `P = 0` and `Z = -√c`, with `c` the invariant. -/
theorem tendsto_fixed_line {Z P : ℝ → ℝ} (h : KondoFlow Z P) (h0 : Z 0 < -|P 0|) :
    Tendsto P atTop (𝓝 0) ∧ Tendsto Z atTop (𝓝 (-√(invariant (Z 0) (P 0)))) := by
  obtain ⟨hpos, hall⟩ := spin_flips_scale_away h h0 rfl
  set c := invariant (Z 0) (P 0)
  have hs : 0 < √c := Real.sqrt_pos.mpr hpos
  have hexp : Tendsto (fun l : ℝ => |P 0| * Real.exp (-√c * l)) atTop (𝓝 0) := by
    have h1 : Tendsto (fun l : ℝ => -√c * l) atTop atBot :=
      tendsto_id.const_mul_atTop_of_neg (by linarith)
    simpa using (Real.tendsto_exp_atBot.comp h1).const_mul |P 0|
  have hP : Tendsto P atTop (𝓝 0) := by
    refine squeeze_zero_norm' ?_ hexp
    filter_upwards [eventually_ge_atTop 0] with l hl
    exact (hall l hl).2.2
  refine ⟨hP, ?_⟩
  -- on the ferromagnetic branch `Z = -√(c + P ^ 2)`
  have hlim : Tendsto (fun l => -√(c + P l ^ 2)) atTop (𝓝 (-√c)) := by
    simpa using ((hP.pow 2).const_add c).sqrt.neg
  refine hlim.congr' ?_
  filter_upwards [eventually_ge_atTop 0] with l hl
  obtain ⟨hi, hz, -⟩ := hall l hl
  have hsq : c + P l ^ 2 = (-Z l) ^ 2 := by
    unfold invariant at hi
    linarith [neg_sq (Z l)]
  rw [hsq, Real.sqrt_sq (by linarith), neg_neg]
```

## A hyperbolic solution

For $s>0$ and $a>0$ take

$$Z(l)=-s\,\frac{\cosh(sl+a)}{\sinh(sl+a)},\qquad P(l)=\frac{s}{\sinh(sl+a)} .$$

Here $s$ will turn out to be $\sqrt c$, and $a$ fixes the starting point on the hyperbola.

```lean
/-- Longitudinal exchange of the hyperbolic solution, for `s > 0`, `a > 0`, `l ≥ 0`. -/
def hypZ (s a l : ℝ) : ℝ := -s * Real.cosh (s * l + a) / Real.sinh (s * l + a)

/-- Spin-flip exchange of the hyperbolic solution, for `s > 0`, `a > 0`, `l ≥ 0`. -/
def hypP (s a l : ℝ) : ℝ := s / Real.sinh (s * l + a)
```

With $u=sl+a$, the identity $\cosh^2u-\sinh^2u=1$ gives

$$Z'=\frac{s^2}{\sinh^2u}=P^2,\qquad P'=-\frac{s^2\cosh u}{\sinh^2u}=ZP,\qquad Z^2-P^2=s^2 .$$

Since $\cosh a>1$, also $Z(0)<-|P(0)|$, so the decay theorem applies to an actual flow. At large $l$ the formula behaves as $P\approx 2s\,e^{-(sl+a)}$, which has the same exponent as the bound.

The code obtains both derivatives from the quotient rule; `Real.cosh_sq` supplies the hyperbolic identity.

```lean
/-- The hyperbolic solution is a Kondo flow that starts with `Z 0 < -|P 0|`. -/
theorem kondoFlow_witness {s a : ℝ} (hs : 0 < s) (ha : 0 < a) :
    KondoFlow (hypZ s a) (hypP s a) ∧ hypZ s a 0 < -|hypP s a 0| := by
  have hx : ∀ l : ℝ, HasDerivAt (fun x => s * x + a) s l := fun l => by
    simpa using ((hasDerivAt_id' l).const_mul s).add_const a
  have hne : ∀ l : ℝ, 0 ≤ l → Real.sinh (s * l + a) ≠ 0 := fun l hl =>
    (Real.sinh_pos_iff.mpr (by positivity)).ne'
  refine ⟨⟨fun l hl => ?_, fun l hl => ?_⟩, ?_⟩
  · have hd : HasDerivAt (hypZ s a) (hypP s a l ^ 2) l :=
      (((hx l).cosh.const_mul (-s)).fun_div (hx l).sinh (hne l hl)).congr_deriv (by
        rw [hypP, div_pow]
        congr 1
        linear_combination s ^ 2 * Real.cosh_sq (s * l + a))
    exact hd.hasDerivWithinAt
  · have hd : HasDerivAt (hypP s a) (hypZ s a l * hypP s a l) l :=
      ((hasDerivAt_const l s).fun_div (hx l).sinh (hne l hl)).congr_deriv (by
        rw [hypP, hypZ, div_mul_div_comm, sq (Real.sinh (s * l + a))]
        congr 1
        ring)
    exact hd.hasDerivWithinAt
  · have hS : 0 < Real.sinh a := Real.sinh_pos_iff.mpr ha
    have hC : 1 < Real.cosh a := Real.one_lt_cosh.mpr ha.ne'
    simp only [hypZ, hypP, mul_zero, zero_add]
    rw [abs_of_pos (div_pos hs hS), ← neg_div]
    exact div_lt_div_of_pos_right (by nlinarith) hS
```

## Algebraic decay on the isotropic line

On the boundary $Z=-|P|$ the invariant is zero and the exponential bound gives no decay. For $J>0$ consider

$$Z(l)=-\frac{J}{1+Jl},\qquad P(l)=\frac{J}{1+Jl} .$$

Then $Z'=J^2/(1+Jl)^2=P^2$ and $P'=-J^2/(1+Jl)^2=ZP$. The spin flips still disappear, but only as $1/l$, that is, logarithmically in the bandwidth. The opposite signs of $Z$ and $P$ are compatible with isotropic ferromagnetic exchange, because rotating the impurity spin by $\pi$ about the $z$ axis reverses the sign of $P$. The theorem checks that this pair solves the flow.

```lean
/-- On the isotropic ferromagnetic line `Z = -P` the exchange `J / (1 + J * l)` solves the
flow, for any initial strength `J > 0`. -/
theorem isotropic_flow {J : ℝ} (hJ : 0 < J) :
    KondoFlow (fun l => -J / (1 + J * l)) (fun l => J / (1 + J * l)) := by
  have hx : ∀ l : ℝ, HasDerivAt (fun x => 1 + J * x) J l := fun l => by
    simpa using ((hasDerivAt_id' l).const_mul J).const_add 1
  have hne : ∀ l : ℝ, 0 ≤ l → 1 + J * l ≠ 0 := fun l hl => by positivity
  refine ⟨fun l hl => ?_, fun l hl => ?_⟩
  · have hd : HasDerivAt (fun x => -J / (1 + J * x)) ((J / (1 + J * l)) ^ 2) l :=
      ((hasDerivAt_const l (-J)).fun_div (hx l) (hne l hl)).congr_deriv (by
        rw [div_pow]
        congr 1
        ring)
    exact hd.hasDerivWithinAt
  · have hd : HasDerivAt (fun x => J / (1 + J * x))
        (-J / (1 + J * l) * (J / (1 + J * l))) l :=
      ((hasDerivAt_const l J).fun_div (hx l) (hne l hl)).congr_deriv (by
        rw [div_mul_div_comm, sq (1 + J * l)]
        congr 1
        ring)
    exact hd.hasDerivWithinAt
```

## Antiferromagnetic couplings leave the flow at finite scale

Now let $Z(0)>0$ and $P(0)\neq 0$, and suppose that a solution exists for all $l\ge 0$. Since $Z'=P^2\ge 0$, we have $Z(l)\ge Z(0)>0$. Put $N=Z(0)^2+P(0)^2$. Conservation gives $P^2=Z^2-Z(0)^2+P(0)^2$, hence

$$NP^2-P(0)^2Z^2=Z(0)^2\left(Z^2-Z(0)^2\right)+P(0)^4\ge 0 .$$

It follows that

$$\left(\frac NZ\right)'=-\frac{NP^2}{Z^2}\le -P(0)^2,\qquad \frac{N}{Z(l)}\le\frac{N}{Z(0)}-P(0)^2\,l .$$

At $l=N/(Z(0)P(0)^2)$ the right-hand side is zero while the left-hand side is positive, a contradiction.

In the code `hmono` is the monotonicity of $Z$, `hfall` is the linear bound, and the last lines evaluate it at this $l$. Physically, the lowest-order equations fail before the couplings diverge, so the theorem marks the end of weak-coupling scaling and says nothing about the strongly coupled ground state. The case from the opening, $-|P(0)|<Z(0)<0$, has no theorem here, but conservation gives $Z'=P^2\ge P(0)^2-Z(0)^2>0$. A solution that lasts long enough therefore reaches $Z>0$ with $P\neq 0$, and the argument above applies from that scale on.

```lean
/-- With antiferromagnetic `Z 0 > 0` and nonzero spin-flip exchange, no solution of the flow
exists on all of `[0, ∞)`. -/
theorem no_global_antiferromagnetic_flow {Z P : ℝ → ℝ} (hZ0 : 0 < Z 0) (hP0 : P 0 ≠ 0) :
    ¬ KondoFlow Z P := by
  intro h
  have hmono : ∀ l, 0 ≤ l → Z 0 ≤ Z l := fun l hl => by
    have h1 : -Z l ≤ -Z 0 := le_initial (f := fun x => -Z x) (f' := fun x => -(P x ^ 2))
      (fun x hx => (h.long x hx).fun_neg) (fun x _ => by linarith [sq_nonneg (P x)]) hl
    linarith
  have hp : 0 < P 0 ^ 2 := by positivity
  set N := Z 0 ^ 2 + P 0 ^ 2 with hN
  have hNpos : 0 < N := by positivity
  -- `N / Z` falls at least at the constant rate `P 0 ^ 2`
  have hfall : ∀ l, 0 ≤ l → N / Z l + P 0 ^ 2 * l ≤ N / Z 0 + P 0 ^ 2 * 0 := fun l hl =>
    le_initial (f := fun x => N / Z x + P 0 ^ 2 * x)
      (f' := fun x => (0 * Z x - N * P x ^ 2) / Z x ^ 2 + P 0 ^ 2)
      (fun x hx => ((hasDerivWithinAt_const x (Ici 0) N).fun_div (h.long x hx)
        (hZ0.trans_le (hmono x hx)).ne').fun_add
        (by simpa using ((hasDerivAt_id' x).const_mul (P 0 ^ 2)).hasDerivWithinAt))
      (fun x hx => by
        have hz := hmono x hx
        have hzpos : 0 < Z x := hZ0.trans_le hz
        have hi : P x ^ 2 = Z x ^ 2 - Z 0 ^ 2 + P 0 ^ 2 := by
          have := invariant_const h hx
          unfold invariant at this
          linarith
        have hsq : 0 ≤ Z x ^ 2 - Z 0 ^ 2 := by nlinarith
        have hq : (0 * Z x - N * P x ^ 2) / Z x ^ 2 ≤ -(P 0 ^ 2) := by
          rw [div_le_iff₀ (by positivity), hi, hN]
          nlinarith [mul_nonneg (sq_nonneg (Z 0)) hsq, sq_nonneg (P 0 ^ 2)]
        linarith) hl
  have hL : 0 ≤ N / Z 0 / P 0 ^ 2 := by positivity
  have hend := hfall _ hL
  rw [mul_div_cancel₀ _ hp.ne'] at hend
  have hlast : 0 < N / Z (N / Z 0 / P 0 ^ 2) := div_pos hNpos (hZ0.trans_le (hmono _ hL))
  linarith

end AnisotropicKondo
```

```lean
#print axioms AnisotropicKondo.tendsto_fixed_line
-- 'AnisotropicKondo.tendsto_fixed_line' depends on axioms: [propext, Classical.choice, Quot.sound]
#print axioms AnisotropicKondo.isotropic_flow
-- 'AnisotropicKondo.isotropic_flow' depends on axioms: [propext, Classical.choice, Quot.sound]
#print axioms AnisotropicKondo.no_global_antiferromagnetic_flow
-- 'AnisotropicKondo.no_global_antiferromagnetic_flow' depends on axioms: [propext, Classical.choice, Quot.sound]
```
